# The number of ways to couple spins one half to a given total spin is a difference of two binomial coefficients

Let $N$ be the number of electrons whose spins are coupled one after another, and let $s$ be twice the total spin, so that $S = s/2$ and the multiplicity is $2S+1 = s+1$. With this convention $N$ and $s$ are both natural numbers $0, 1, 2, \dots$. The branching-diagram number $g(N,s)$ is defined by

$$g(0,0)=1,\qquad g(0,s)=0 \ \text{ for } s>0,$$
$$g(N+1,0)=g(N,1),\qquad g(N+1,s+1)=g(N,s)+g(N,s+2).$$

The binomial coefficient $\binom{n}{k}$ is written `n.choose k` in Lean. It counts the products of $n$ one-electron spin functions with exactly $k$ spins down. If $n=2k+s$, such a product has $k+s$ spins up, and its spin projection is $M=s/2$.

The main result is that for $k\ge 1$

$$g(2k+s,s)+\binom{2k+s}{k-1}=\binom{2k+s}{k},$$

while $g(s,s)=1$ on the high-spin edge. In configuration interaction, $g(N,s)$ is the number of linearly independent configuration state functions of spin $s/2$, for one fixed allowed value of the spin projection, that belong to one orbital configuration with $N$ singly occupied orbitals. Only this spin counting is treated here, for a fixed configuration.

## The recursion in Lean

```lean
import Mathlib

open Finset

namespace BranchingDiagram

/-- The branching-diagram number for `N` electrons and total spin `s / 2`, built by
adding one electron at a time: each raises or lowers the total spin by one half, and the
spin never becomes negative. -/
def branching : ℕ → ℕ → ℕ
  | 0, 0 => 1
  | 0, _ + 1 => 0
  | N + 1, 0 => branching N 1
  | N + 1, s + 1 => branching N s + branching N (s + 2)
```

The type `ℕ → ℕ → ℕ` says that `branching` takes two natural numbers, first $N$ and then $s$, and returns a third. The four lines below it are the four equations for $g$. The pattern `_ + 1` stands for any positive number.

The physics enters through the rule for adding angular momenta. A further spin one half changes $s$ by $+1$ or $-1$, except that a singlet can only be raised. A state with $N+1$ electrons and $s+1$ therefore comes from $s$ by raising or from $s+2$ by lowering, and a singlet comes only from $s=1$. This rule is put into the definition. The file contains no spin operators or spin eigenfunctions from which it could be derived.

The first rows are $g(1,1)=1$, then $g(2,0)=g(2,2)=1$, then $g(3,1)=2$ and $g(3,3)=1$. For four electrons they give $g(4,0)=2$, $g(4,2)=3$ and $g(4,4)=1$: two singlets, three triplets and one quintet.

## Empty places and the high-spin edge

```lean
/-- `N` electrons cannot be coupled to a total spin `s / 2` larger than `N / 2`. -/
theorem branching_eq_zero_of_lt (N : ℕ) : ∀ s, N < s → branching N s = 0 := by
  induction N with
  | zero =>
    intro s h
    rcases s with _ | s
    · omega
    · rfl
  | succ N ih =>
    intro s h
    rcases s with _ | s
    · omega
    · rw [branching, ih s (by omega), ih (s + 2) (by omega)]
```

In words: for all $N$ and $s$ with $N<s$, $g(N,s)=0$. The arrow in `N < s → branching N s = 0` is an implication, so a proof of $N<s$ is an input to the theorem.

The argument is induction on $N$. For $N=0$ we have $s>0$, and the value is zero by definition. For the step, suppose $N+1<s+1$. Then $N<s$ and $N<s+2$, so both terms of $g(N+1,s+1)=g(N,s)+g(N,s+2)$ vanish.

In the code, `ih` is the induction hypothesis, `rcases` splits $s$ into zero and a successor, `rw` rewrites with an equation, and `omega` settles linear statements about natural numbers. The condition can't be relaxed to $N\le s$, because $g(0,0)=1$.

```lean
/-- The branching-diagram number vanishes when the electron number `N` and twice the
total spin, `s`, have different parity. -/
theorem branching_eq_zero_of_odd (N : ℕ) :
    ∀ s, (N + s) % 2 = 1 → branching N s = 0 := by
  induction N with
  | zero =>
    intro s h
    rcases s with _ | s
    · omega
    · rfl
  | succ N ih =>
    intro s h
    rcases s with _ | s
    · rw [branching]
      exact ih 1 (by omega)
    · rw [branching, ih s (by omega), ih (s + 2) (by omega)]
```

If $N+s$ is odd, then $g(N,s)=0$: an even number of electrons has integer total spin, and an odd number has half-integer total spin. Lean expresses oddness as remainder 1 on division by 2. The induction works as before, because every term on the right of the recursion has one electron fewer and a value of $s$ changed by one, which leaves the parity of $N+s$ unchanged.

```lean
/-- There is exactly one way to couple `s` electrons to the maximal spin `s / 2`. -/
theorem branching_self (s : ℕ) : branching s s = 1 := by
  induction s with
  | zero => rfl
  | succ s ih => rw [branching, ih, branching_eq_zero_of_lt s (s + 2) (by omega)]
```

All spins parallel can be reached in one way. By hand, $g(0,0)=1$, and

$$g(s+1,s+1)=g(s,s)+g(s,s+2)=1+0.$$

The second term is zero by the first vanishing theorem, since $s<s+2$.

## The binomial formula by induction on the electron number

```lean
/-- The branching-diagram formula in a form suited to induction on the number `N` of
electrons, where `N = 2 (k + 1) + s`. -/
theorem branching_add_choose_succ (N : ℕ) : ∀ k s, N = 2 * (k + 1) + s →
    branching N s + N.choose k = N.choose (k + 1) := by
  induction N with
  | zero =>
    intro k s h
    omega
  | succ N ih =>
    intro k s h
    rcases s with _ | s
    · -- singlet edge: the last electron can only have lowered the spin
      rcases k with _ | k
      · obtain rfl : N = 1 := by omega
        decide
      · have h1 := ih k 1 (by omega)
        -- the two central binomial coefficients of an odd row agree
        have h2 : N.choose (k + 1 + 1) = N.choose (k + 1) := by
          have hN : N = 2 * (k + 1) + 1 := by omega
          rw [hN]
          exact Nat.choose_symm_half (k + 1)
        rw [branching, Nat.choose_succ_succ' N k, Nat.choose_succ_succ' N (k + 1)]
        omega
    · -- interior of the diagram: Pascal's rule matches the two incoming branches
      have h1 := ih k s (by omega)
      rcases k with _ | k
      · have h2 : branching N (s + 2) = 1 := by
          obtain rfl : N = s + 2 := by omega
          exact branching_self _
        rw [branching, h2]
        simp only [Nat.choose_zero_right, zero_add, Nat.choose_one_right] at h1 ⊢
        omega
      · have h2 := ih k (s + 2) (by omega)
        rw [branching, Nat.choose_succ_succ' N k, Nat.choose_succ_succ' N (k + 1)]
        omega
```

This is the main formula with $k$ replaced by $k+1$, which removes the subtraction in $k-1$. For all $k$ and $s$ with $N=2(k+1)+s$,

$$g(N,s)+\binom{N}{k}=\binom{N}{k+1}.$$

The statement is proved for all $k$ and $s$ at once, because the step from $N$ to $N+1$ needs it at neighbouring values of both. For $N=0$ the condition on $N$ is impossible, so nothing has to be shown. The step assumes the formula for $N$ electrons and has four cases. Three of them use Pascal's rule $\binom{N+1}{k+1}=\binom{N}{k}+\binom{N}{k+1}$ or its simplest instance.

**Singlet, one spin down.** Here $N+1=2$, and the claim is $g(2,0)+\binom{2}{0}=\binom{2}{1}$, that is $1+1=2$. The tactic `decide` evaluates it.

**Singlet, more spins down.** Lean now writes $k+1$ for the old $k$, so $N+1=2(k+2)$ and $N=2(k+1)+1$ is odd. The induction hypothesis at $s=1$ is

$$g(N,1)+\binom{N}{k}=\binom{N}{k+1}.$$

Since $g(N+1,0)=g(N,1)$, Pascal's rule gives

$$g(N+1,0)+\binom{N+1}{k+1}=g(N,1)+\binom{N}{k}+\binom{N}{k+1}=2\binom{N}{k+1}.$$

The required right-hand side is $\binom{N+1}{k+2}=\binom{N}{k+1}+\binom{N}{k+2}$. The two central coefficients of an odd row are equal, $\binom{N}{k+2}=\binom{N}{k+1}$, so the two sides agree. This equality is `h2` in the code, taken from `Nat.choose_symm_half`.

**Positive spin, one spin down.** The target spin is now written $s+1$, and $N=s+2$. The hypothesis reads $g(N,s)+1=N$, and the high-spin edge gives $g(N,s+2)=1$. Hence

$$g(N+1,s+1)+1=g(N,s)+1+1=N+1=\binom{N+1}{1}.$$

**Positive spin, more spins down.** With $k+1$ again in place of $k$, we have $N=2(k+2)+s$. The two incoming branches satisfy

$$g(N,s)+\binom{N}{k+1}=\binom{N}{k+2},\qquad g(N,s+2)+\binom{N}{k}=\binom{N}{k+1}.$$

These are `h1` and `h2`. Adding them and using Pascal's rule on each side gives

$$g(N+1,s+1)+\binom{N+1}{k+1}=\binom{N+1}{k+2}.$$

In the code, `rw` inserts the recursion and Pascal's rule, and `omega` does the addition.

```lean
/-- **Branching-diagram formula.** For `k ≥ 1`, the number of ways to couple `2k + s`
electrons to total spin `s / 2` is the difference of the binomial coefficients
`C(2k + s, k)` and `C(2k + s, k - 1)`, written here without subtracting them. -/
theorem branching_add_choose (k s : ℕ) (hk : 1 ≤ k) :
    branching (2 * k + s) s + (2 * k + s).choose (k - 1) = (2 * k + s).choose k := by
  obtain ⟨m, rfl⟩ : ∃ m, k = m + 1 := ⟨k - 1, by omega⟩
  exact branching_add_choose_succ _ m s rfl
```

This is the formula as stated at the start. The input `hk : 1 ≤ k` allows $k$ to be written as $m+1$, and the previous theorem applies with $m$.

Without the hypothesis the statement fails at $k=0$, $s=0$. Subtraction of natural numbers in Lean stops at zero, so `k - 1` is then 0, and the equation would read $g(0,0)+\binom{0}{0}=\binom{0}{0}$, or $1+1=1$. The high-spin edge is therefore given by `branching_self`.

For four electrons in a triplet, $k=1$ and $s=2$, and the formula gives $g(4,2)=\binom{4}{1}-\binom{4}{0}=3$. There are four products with $M=1$, and one combination of them belongs to the quintet.

## A closed form, and Catalan numbers for singlets

```lean
/-- Closed form: the branching-diagram number for `2k + s` electrons and spin `s / 2` is
`(s + 1) / (k + s + 1)` times `C(2k + s, k)`, written here without division. -/
theorem branching_closed_form (k s : ℕ) :
    (k + s + 1) * branching (2 * k + s) s = (s + 1) * (2 * k + s).choose k := by
  rcases k with _ | k
  · simp [branching_self]
  · have h1 := branching_add_choose_succ _ k s rfl
    -- ratio of neighbouring binomial coefficients
    have h2 := Nat.choose_succ_right_eq (2 * (k + 1) + s) k
    rw [show 2 * (k + 1) + s - k = k + s + 2 by omega] at h2
    have key : ∀ a b c : ℕ, a + b = c → c * (k + 1) = b * (k + s + 2) →
        (k + 1 + s + 1) * a = (s + 1) * c := by
      intro a b c hc h
      subst hc
      nlinarith [h]
    exact key _ _ _ h1 h2
```

Read with a division, the theorem says

$$g(2k+s,s)=\frac{s+1}{k+s+1}\binom{2k+s}{k}.$$

It includes $k=0$, where both sides of the Lean equation equal $s+1$.

For the other values Lean again writes $k+1$. Set $n=2(k+1)+s$, $a=g(n,s)$, $b=\binom{n}{k}$ and $c=\binom{n}{k+1}$. The binomial formula is $a+b=c$. The ratio of neighbouring binomial coefficients gives $(k+1)\,c=(n-k)\,b=(k+s+2)\,b$. Therefore

$$(k+s+2)\,a=(k+s+2)\,c-(k+s+2)\,b=(k+s+2)\,c-(k+1)\,c=(s+1)\,c.$$

The auxiliary statement `key` is this piece of algebra for arbitrary natural numbers $a,b,c$, and `nlinarith` proves it.

```lean
/-- The number of ways to couple `2k` electrons to a singlet is the `k`-th Catalan
number. -/
theorem branching_singlet (k : ℕ) : branching (2 * k) 0 = catalan k := by
  have h1 := branching_closed_form k 0
  have h2 := succ_mul_catalan_eq_centralBinom k
  rw [Nat.centralBinom_eq_two_mul_choose] at h2
  simp only [add_zero, zero_add, one_mul] at h1
  exact Nat.eq_of_mul_eq_mul_left (Nat.succ_pos k) (h1.trans h2.symm)
```

For singlets, $s=0$, and the closed form becomes $(k+1)\,g(2k,0)=\binom{2k}{k}$. Mathlib's Catalan number $C_k$, written `catalan k`, satisfies the same equation, $(k+1)\,C_k=\binom{2k}{k}$. Cancelling the positive factor $k+1$ gives $g(2k,0)=C_k$. The singlet counts for 0, 2, 4, 6 and 8 electrons are 1, 1, 2, 5 and 14.

## Two sums over the total spin

```lean
/-- The branching-diagram numbers of `2k + s` electrons, summed over the total spins
`s / 2, s / 2 + 1, …, s / 2 + k`, give the number of spin products with exactly `k`
spins down. -/
theorem sum_branching_eq_choose (k s : ℕ) :
    ∑ j ∈ range (k + 1), branching (2 * k + s) (s + 2 * j) = (2 * k + s).choose k := by
  induction k generalizing s with
  | zero => simp [branching_self]
  | succ k ih =>
    -- split off the lowest spin; the others are counted with one spin fewer down
    have h1 := ih (s + 2)
    rw [show 2 * k + (s + 2) = 2 * (k + 1) + s by ring] at h1
    have h2 := branching_add_choose_succ _ k s rfl
    have h3 : ∑ j ∈ range (k + 1), branching (2 * (k + 1) + s) (s + 2 * (j + 1))
        = ∑ j ∈ range (k + 1), branching (2 * (k + 1) + s) (s + 2 + 2 * j) :=
      sum_congr rfl fun j _ => by rw [show s + 2 * (j + 1) = s + 2 + 2 * j by ring]
    rw [sum_range_succ', h3, h1]
    simp only [mul_zero, add_zero]
    linarith
```

The set `range (k + 1)` is $\{0,1,\dots,k\}$, so the theorem says

$$\sum_{j=0}^{k} g(2k+s,\,s+2j)=\binom{2k+s}{k}.$$

In physical terms, each multiplet with total spin at least $s/2$ contributes one state with $M=s/2$, and together these states are as numerous as the products with $k$ spins down. For four electrons and $M=0$, this is $2+3+1=6=\binom{4}{2}$.

The proof is induction on $k$, for all $s$ together. For $k=0$ the sum is $g(s,s)=1$. For the step, let $n=2(k+1)+s$ and split off the lowest spin. What remains is the sum for $k$ and $s+2$, which has the same electron number because $2k+(s+2)=n$, and by hypothesis it equals $\binom{n}{k}$. The binomial formula then gives

$$g(n,s)+\binom{n}{k}=\binom{n}{k+1}.$$

In Lean, `sum_range_succ'` splits off the first term and `h3` relabels the others.

```lean
/-- The branching-diagram numbers, weighted by the spin multiplicities `s + 1`, add up
to `2 ^ N`, the dimension of the spin space of `N` electrons. -/
theorem sum_multiplicity_mul_branching (N : ℕ) :
    ∑ s ∈ range (N + 1), (s + 1) * branching N s = 2 ^ N := by
  induction N with
  | zero => simp [branching]
  | succ N ih =>
    -- shift the branches that come from higher spin down by two places
    have h1 := sum_range_succ' (fun t => t * branching N t) (N + 2)
    rw [sum_range_succ' _ (N + 1), sum_range_succ _ (N + 2),
      sum_range_succ _ (N + 1)] at h1
    simp only [branching_eq_zero_of_lt N (N + 1) (by omega),
      branching_eq_zero_of_lt N (N + 2) (by omega), mul_zero, zero_mul, add_zero,
      zero_add, one_mul] at h1
    have h2 : ∑ s ∈ range (N + 1), (s + 1 + 1) * branching (N + 1) (s + 1)
        = ∑ s ∈ range (N + 1), (s + 1 + 1) * branching N s
          + ∑ s ∈ range (N + 1), (s + 1 + 1) * branching N (s + 1 + 1) := by
      rw [← sum_add_distrib]
      exact sum_congr rfl fun s _ => by rw [branching, mul_add]
    have h3 : ∑ s ∈ range (N + 1), (s + 1 + 1) * branching N s
          + ∑ s ∈ range (N + 1), s * branching N s
        = 2 * ∑ s ∈ range (N + 1), (s + 1) * branching N s := by
      rw [← sum_add_distrib, mul_sum]
      exact sum_congr rfl fun s _ => by ring
    have h4 : branching (N + 1) 0 = branching N 1 := by rw [branching]
    rw [sum_range_succ', h2, h4, pow_succ]
    rw [ih] at h3
    linarith

end BranchingDiagram
```

The last theorem weights each spin with its multiplicity:

$$\sum_{s=0}^{N}(s+1)\,g(N,s)=2^N.$$

The right-hand side is the dimension of the spin space of $N$ electrons. The values of $s$ with the wrong parity are included in the sum and contribute zero. For $N=4$ the sum is $1\cdot 2+3\cdot 3+5\cdot 1=16$.

The proof is again induction on $N$, and for $N=0$ both sides are 1. For $N+1$, split off the singlet term and insert the recursion:

$$\sum_{s=0}^{N+1}(s+1)\,g(N+1,s)=g(N,1)+\sum_{s=0}^{N}(s+2)\,g(N,s)+\sum_{s=0}^{N}(s+2)\,g(N,s+2).$$

In the last sum put $t=s+2$. Together with $g(N,1)$, which is the term $t=1$, it becomes $\sum_{t=0}^{N}t\,g(N,t)$, because the term $t=0$ is zero and $g(N,N+1)=g(N,N+2)=0$. This is `h1`. The total is

$$\sum_{s=0}^{N}\bigl[(s+2)+s\bigr]g(N,s)=2\sum_{s=0}^{N}(s+1)\,g(N,s)=2\cdot 2^N=2^{N+1}.$$

Here `h2` inserts the recursion under the sum, `h3` combines the weights $s+2$ and $s$, and `linarith` assembles the equations.

The Weyl formula, which counts configuration state functions over all distributions of the electrons among a set of orbitals, is a different count and is not derived here.

```lean
#print axioms BranchingDiagram.branching_add_choose
#print axioms BranchingDiagram.branching_singlet
#print axioms BranchingDiagram.sum_branching_eq_choose
#print axioms BranchingDiagram.sum_multiplicity_mul_branching
```

```
'BranchingDiagram.branching_add_choose' depends on axioms: [propext, Classical.choice, Quot.sound]
'BranchingDiagram.branching_singlet' depends on axioms: [propext, Classical.choice, Quot.sound]
'BranchingDiagram.sum_branching_eq_choose' depends on axioms: [propext, Classical.choice, Quot.sound]
'BranchingDiagram.sum_multiplicity_mul_branching' depends on axioms: [propext, Classical.choice, Quot.sound]
```
